# The Two-Body Hamiltonian Rewritten for Holes

To set up a configuration-interaction calculation for nine electrons in a shell of ten spin orbitals, one can replace the one-electron matrix by a hole matrix, add a constant energy, and treat a single hole instead of nine electrons. The replacement rests on an operator identity that moves the annihilators to the left of the creators. It applies to a finite set of orthonormal spin orbitals, with the completely filled set as the reference state.

## From electron order to hole order

Let c(p) create and a(p) annihilate an electron in spin orbital p, and let δ(p,q) be the Kronecker delta. The only operator relation needed is

c(p)a(q) + a(q)c(p) = δ(p,q).

Let A(p,q,r,s) be the antisymmetrized interaction. It changes sign when p and q are exchanged, and also when r and s are exchanged. The claim is

(1/4) Σ A(p,q,r,s) c(p)c(q)a(s)a(r)
= (1/2) Σ A(p,q,p,q) − Σ A(p,q,r,q) a(r)c(p) + (1/4) Σ A(p,q,r,s) a(s)a(r)c(p)c(q),

where each sum runs over all the labels that appear in it.

First move one creator through two annihilators:

c(p)a(s)a(r) = δ(p,s)a(r) − a(s)c(p)a(r)
= δ(p,s)a(r) − δ(p,r)a(s) + a(s)a(r)c(p).

Apply this to c(q) in the four-operator string:

c(p)c(q)a(s)a(r) = δ(q,s)c(p)a(r) − δ(q,r)c(p)a(s) + c(p)a(s)a(r)c(q).

Then move c(p) to the right in each term:

c(p)c(q)a(s)a(r) = δ(p,r)δ(q,s) − δ(q,r)δ(p,s)
− δ(q,s)a(r)c(p) + δ(q,r)a(s)c(p) + δ(p,s)a(r)c(q) − δ(p,r)a(s)c(q)
+ a(s)a(r)c(p)c(q).

Now multiply by A(p,q,r,s) and sum. The two double contractions give

Σ A(p,q,p,q) − Σ A(p,q,q,p) = 2 Σ A(p,q,p,q),

which the prefactor 1/4 turns into the constant in the claim. The four single contractions are, in order,

−Σ A(p,q,r,q) a(r)c(p),
+Σ A(p,q,q,s) a(s)c(p),
+Σ A(p,q,r,p) a(r)c(q),
−Σ A(p,q,p,s) a(s)c(q).

In the second, exchange the last two indices of A and rename s as r. In the third, exchange the names p and q, then the first two indices of A. In the fourth, do the same and also exchange the last two indices, then rename s as r. Each term equals the first, so the prefactor leaves one copy.

A one-body part h is reordered in the same way:

Σ h(p,q)c(p)a(q) = Σ h(p,p) − Σ h(p,q)a(q)c(p).

With the definitions

E = Σ h(p,p) + (1/2) Σ A(p,q,p,q),
F(p,r) = h(p,r) + Σ_q A(p,q,r,q),

the full Hamiltonian becomes

H = E − Σ F(p,r)a(r)c(p) + (1/4) Σ A(p,q,r,s)a(s)a(r)c(p)c(q).

Let Φ be the filled state, so that c(p)Φ = 0 for every p. Every operator term in H then ends in a creator acting on Φ, and HΦ = EΦ. For one hole, c(p)a(k)Φ = δ(p,k)Φ, and a second creator gives zero. Hence

H a(k)Φ = E a(k)Φ − Σ_r F(k,r)a(r)Φ.

## Two orbitals in numbers

Take orbitals 0 and 1 with h(0,0) = −5, h(1,1) = −3, no off-diagonal h, and A(0,1,0,1) = 1, the other elements following from antisymmetry. Then

E = −5 − 3 + (1/2)(1 + 1) = −7,
F(0,0) = −5 + 1 = −4,
F(1,1) = −3 + 1 = −2,

and F has no off-diagonal elements. A hole in orbital 0 has energy −7 + 4 = −3, which is the energy of the electron left in orbital 1. A hole in orbital 1 has energy −7 + 2 = −5, that of the electron left in orbital 0.

## Operators, labels and the interaction array

In the Lean development, `ι` is the set of spin-orbital labels and `R` is an arbitrary complex algebra whose elements serve as operators.

```lean
import Mathlib

open Finset

namespace ParticleHoleReordering

noncomputable section

variable {ι R M : Type*} [DecidableEq ι] [Ring R] [Algebra ℂ R]

/-- The Kronecker delta of two spin-orbital labels, as a complex number. -/
def delta (p q : ι) : ℂ := if p = q then 1 else 0
```

`MixedCAR` is the one anticommutation relation used above. Relations among the creators alone, or among the annihilators alone, are not assumed, and neither is c(p) the adjoint of a(p).

```lean
/-- The anticommutation relation between creators `c` and annihilators `a`. -/
def MixedCAR (c a : ι → R) : Prop :=
  ∀ p q, c p * a q + a q * c p = delta p q • (1 : R)
```

`PairAntisymm` states the two sign changes of the interaction array. In the operator strings below, the first two indices of the array belong to the creators and the last two to the annihilators, which stand in the order a(s)a(r). The array need not be Hermitian.

```lean
/-- Antisymmetry of a two-body array in its first and in its second index pair. -/
def PairAntisymm {ι : Type*} (A : ι → ι → ι → ι → ℂ) : Prop :=
  (∀ p q r s, A q p r s = -A p q r s) ∧ (∀ p q r s, A p q s r = -A p q r s)
```

A different model would start from a determinant with some orbitals occupied and others empty. All sums in the constant, and the sum over q in the mean field, would then run over occupied orbitals only, and normal ordering would also need the relations among creators and among annihilators. In the present model every orbital in `ι` is filled in the reference state.

## Contractions of the four-operator string

The next lemma moves one creator through two annihilators. Its auxiliary statement `h'` is the anticommutation relation solved for c(x)a(y), and the `calc` block uses it twice.

```lean
/-- Moving a creator to the right through two annihilators leaves one contraction with each. -/
theorem creator_through_pair {c a : ι → R} (h : MixedCAR c a) (p s r : ι) :
    c p * a s * a r = delta p s • a r - delta p r • a s + a s * a r * c p := by
  have h' : ∀ x y, c x * a y = delta x y • (1 : R) - a y * c x :=
    fun x y => eq_sub_of_add_eq (h x y)
  calc c p * a s * a r = (delta p s • (1 : R) - a s * c p) * a r := by rw [h']
    _ = delta p s • a r - a s * (c p * a r) := by
        rw [sub_mul, smul_mul_assoc, one_mul, mul_assoc]
    _ = _ := by
        rw [h' p r, mul_sub, mul_smul_comm, mul_one, ← mul_assoc]
        module
```

For the full string, `creator_through_pair` is applied first to c(q) and then to c(p), as in the derivation by hand. The tactic `module` collects the scalar coefficients.

```lean
/-- The two-body operator string reordered with annihilators on the left, with all its
single and double contractions. -/
theorem reorder_string {c a : ι → R} (h : MixedCAR c a) (p q r s : ι) :
    c p * c q * a s * a r =
      (delta p r * delta q s) • (1 : R) - (delta q r * delta p s) • (1 : R)
      - delta q s • (a r * c p) + delta q r • (a s * c p)
      + delta p s • (a r * c q) - delta p r • (a s * c q)
      + a s * a r * c p * c q := by
  have h' : ∀ x y, c x * a y = delta x y • (1 : R) - a y * c x :=
    fun x y => eq_sub_of_add_eq (h x y)
  calc c p * c q * a s * a r = c p * (c q * a s * a r) := by simp only [mul_assoc]
    _ = delta q s • (c p * a r) - delta q r • (c p * a s) + c p * a s * a r * c q := by
        rw [creator_through_pair h q s r]
        simp only [mul_add, mul_sub, mul_smul_comm, mul_assoc]
    _ = _ := by
        rw [creator_through_pair h p s r, h' p r, h' p s]
        simp only [add_mul, sub_mul, smul_mul_assoc]
        module
```

## Summation against the interaction

From here on the label set is finite. Two lemmas carry out sums containing a Kronecker delta, one for the inner sum and one for the outer.

```lean
variable [Fintype ι]

/-- A Kronecker delta collapses a sum over its label. -/
theorem sum_delta (q : ι) (f : ι → ℂ) (x : ι → R) :
    ∑ s, (f s * delta q s) • x s = f q • x q := by
  simp [delta, ite_smul]

/-- A Kronecker delta collapses the outer of two sums. -/
theorem sum_delta_outer (q : ι) (f : ι → ι → ℂ) (x : ι → R) :
    ∑ r, ∑ s, (f r s * delta q r) • x s = ∑ s, f q s • x s := by
  rw [Finset.sum_comm]
  exact Finset.sum_congr rfl fun s _ => sum_delta q (fun r => f r s) (fun _ => x s)
```

The theorem `two_body_for_holes` is the claim itself; `•` multiplies an operator by a complex number, and `(1 : R)` is the identity operator. In the proof, `e` inserts the reordered string. The statements `d1` and `d2` evaluate the double contractions, and `s1` to `s4` the single ones. The renaming of p and q is done by `Finset.sum_comm`, and the signs come from `hA1` and `hA2`, the two halves of the antisymmetry hypothesis.

```lean
/-- The two-body interaction written for holes: a constant, a one-body hole term, and the
interaction with annihilators to the left of creators. -/
theorem two_body_for_holes {c a : ι → R} (h : MixedCAR c a)
    {A : ι → ι → ι → ι → ℂ} (hA : PairAntisymm A) :
    (1 / 4 : ℂ) • ∑ p, ∑ q, ∑ r, ∑ s, A p q r s • (c p * c q * a s * a r) =
      ((1 / 2 : ℂ) * ∑ p, ∑ q, A p q p q) • (1 : R)
      - ∑ p, ∑ q, ∑ r, A p q r q • (a r * c p)
      + (1 / 4 : ℂ) • ∑ p, ∑ q, ∑ r, ∑ s, A p q r s • (a s * a r * c p * c q) := by
  obtain ⟨hA1, hA2⟩ := hA
  have e : ∀ p q r s, A p q r s • (c p * c q * a s * a r) =
      (A p q r s * delta p r * delta q s) • (1 : R)
      - (A p q r s * delta q r * delta p s) • (1 : R)
      - (A p q r s * delta q s) • (a r * c p) + (A p q r s * delta q r) • (a s * c p)
      + (A p q r s * delta p s) • (a r * c q) - (A p q r s * delta p r) • (a s * c q)
      + A p q r s • (a s * a r * c p * c q) := by
    intro p q r s
    rw [reorder_string h]
    module
  have hK : (∑ p, ∑ q, A p q p q) • (1 : R) = ∑ p, ∑ q, A p q p q • (1 : R) := by
    simp only [Finset.sum_smul]
  -- the two double contractions
  have d1 : ∑ p, ∑ q, ∑ r, ∑ s, (A p q r s * delta p r * delta q s) • (1 : R) =
      ∑ p, ∑ q, A p q p q • (1 : R) := by
    simp only [sum_delta]
  have d2 : ∑ p, ∑ q, ∑ r, ∑ s, (A p q r s * delta q r * delta p s) • (1 : R) =
      ∑ p, ∑ q, -(A p q p q • (1 : R)) := by
    simp only [sum_delta]
    exact sum_congr rfl fun p _ => sum_congr rfl fun q _ => by rw [hA2 p q p q, neg_smul]
  -- the four single contractions agree up to sign
  have s1 : ∑ p, ∑ q, ∑ r, ∑ s, (A p q r s * delta q s) • (a r * c p) =
      ∑ p, ∑ q, ∑ r, A p q r q • (a r * c p) := by
    simp only [sum_delta]
  have s2 : ∑ p, ∑ q, ∑ r, ∑ s, (A p q r s * delta q r) • (a s * c p) =
      ∑ p, ∑ q, ∑ r, -(A p q r q • (a r * c p)) := by
    refine sum_congr rfl fun p _ => sum_congr rfl fun q _ => ?_
    rw [sum_delta_outer q (fun r s => A p q r s) (fun s => a s * c p)]
    exact sum_congr rfl fun s _ => by rw [hA2 p q s q, neg_smul]
  have s3 : ∑ p, ∑ q, ∑ r, ∑ s, (A p q r s * delta p s) • (a r * c q) =
      ∑ p, ∑ q, ∑ r, -(A p q r q • (a r * c p)) := by
    simp only [sum_delta]
    rw [Finset.sum_comm]
    exact sum_congr rfl fun x _ => sum_congr rfl fun y _ => sum_congr rfl fun r _ => by
      rw [hA1 x y r y, neg_smul]
  have s4 : ∑ p, ∑ q, ∑ r, ∑ s, (A p q r s * delta p r) • (a s * c q) =
      ∑ p, ∑ q, ∑ r, A p q r q • (a r * c p) := by
    have t : ∀ p q, ∑ r, ∑ s, (A p q r s * delta p r) • (a s * c q) =
        ∑ s, A p q p s • (a s * c q) := fun p q =>
      sum_delta_outer p (fun r s => A p q r s) (fun s => a s * c q)
    simp only [t]
    rw [Finset.sum_comm]
    exact sum_congr rfl fun x _ => sum_congr rfl fun y _ => sum_congr rfl fun s _ => by
      rw [hA1 x y y s, hA2 x y s y, neg_neg]
  rw [mul_smul (1 / 2 : ℂ), hK]
  simp only [e, Finset.sum_add_distrib, Finset.sum_sub_distrib]
  rw [d1, d2, s1, s2, s3, s4]
  simp only [Finset.sum_neg_distrib]
  module
```

## Filled energy and hole matrix

The one-body part is now added. `filledEnergy` is E and `holeMatrix` is F.

```lean
/-- The Hamiltonian with one-body array `h` and two-body array `A`, the two-body sum having the
prefactor 1/4. -/
def hamiltonian (h : ι → ι → ℂ) (A : ι → ι → ι → ι → ℂ) (c a : ι → R) : R :=
  ∑ p, ∑ q, h p q • (c p * a q)
    + (1 / 4 : ℂ) • ∑ p, ∑ q, ∑ r, ∑ s, A p q r s • (c p * c q * a s * a r)

/-- The sum of all diagonal one-body elements and half of all diagonal pair interactions. -/
def filledEnergy {ι : Type*} [Fintype ι] (h : ι → ι → ℂ) (A : ι → ι → ι → ι → ℂ) : ℂ :=
  ∑ p, h p p + (1 / 2 : ℂ) * ∑ p, ∑ q, A p q p q

/-- The one-body matrix plus the mean field of all spin orbitals. -/
def holeMatrix {ι : Type*} [Fintype ι] (h : ι → ι → ℂ) (A : ι → ι → ι → ι → ℂ)
    (p r : ι) : ℂ :=
  h p r + ∑ q, A p q r q
```

The proof of the full identity reorders the one-body part in `h1`, splits F into its two contributions in `hF`, and inserts the two-body theorem.

```lean
/-- The full Hamiltonian written for holes. -/
theorem hamiltonian_for_holes {c a : ι → R} (hca : MixedCAR c a) (h : ι → ι → ℂ)
    {A : ι → ι → ι → ι → ℂ} (hA : PairAntisymm A) :
    hamiltonian h A c a = filledEnergy h A • (1 : R)
      - ∑ p, ∑ r, holeMatrix h A p r • (a r * c p)
      + (1 / 4 : ℂ) • ∑ p, ∑ q, ∑ r, ∑ s, A p q r s • (a s * a r * c p * c q) := by
  have e : ∀ p q, h p q • (c p * a q) =
      (h p q * delta p q) • (1 : R) - h p q • (a q * c p) := by
    intro p q
    rw [eq_sub_of_add_eq (hca p q)]
    module
  have h1 : ∑ p, ∑ q, h p q • (c p * a q) =
      (∑ p, h p p) • (1 : R) - ∑ p, ∑ q, h p q • (a q * c p) := by
    simp only [e, Finset.sum_sub_distrib, sum_delta, Finset.sum_smul]
  have hF : ∑ p, ∑ r, holeMatrix h A p r • (a r * c p) =
      ∑ p, ∑ r, h p r • (a r * c p) + ∑ p, ∑ q, ∑ r, A p q r q • (a r * c p) := by
    simp only [holeMatrix, add_smul, Finset.sum_add_distrib, Finset.sum_smul]
    congr 1
    exact sum_congr rfl fun p _ => Finset.sum_comm
  rw [hamiltonian, h1, two_body_for_holes hca hA, hF, filledEnergy]
  module
```

## Filled and one-hole states

States are elements of `M`, on which both complex numbers and operators act. The assumption `IsScalarTower ℂ R M` makes the two actions compatible. A filled state is any `Φ` with `c p • Φ = 0` for all p.

The first theorem inserts the hole form of H and removes every term with a creator on the right. It also admits Φ = 0; for nonzero Φ it says that Φ is an eigenvector with eigenvalue E.

```lean
variable [AddCommGroup M] [Module ℂ M] [Module R M] [IsScalarTower ℂ R M]

/-- On a state annihilated by every creator, the Hamiltonian acts as the number
`filledEnergy`. -/
theorem hamiltonian_filled {c a : ι → R} (hca : MixedCAR c a) (h : ι → ι → ℂ)
    {A : ι → ι → ι → ι → ℂ} (hA : PairAntisymm A) {Φ : M} (hΦ : ∀ p, c p • Φ = 0) :
    hamiltonian h A c a • Φ = filledEnergy h A • Φ := by
  rw [hamiltonian_for_holes hca h hA]
  simp only [add_smul, sub_smul, Finset.sum_smul, smul_assoc, mul_smul, hΦ, smul_zero,
    Finset.sum_const_zero, one_smul, sub_zero, add_zero]
```

In the one-hole theorem, `hc` computes c(p)a(k)Φ, and `hcc` shows that two creators acting on a single hole give zero, which removes the interaction term. `Finset.sum_eq_single k` then keeps only the row k of F. For electronic structure this means that, within a finite and completely filled orbital set, the total energies after removal of one electron are E minus the eigenvalues of F, a matrix with one row for each spin orbital.

```lean
/-- Acting on a filled state with one electron removed, the Hamiltonian gives the filled
energy minus the hole matrix, which moves the hole. -/
theorem hamiltonian_one_hole {c a : ι → R} (hca : MixedCAR c a) (h : ι → ι → ℂ)
    {A : ι → ι → ι → ι → ℂ} (hA : PairAntisymm A) {Φ : M} (hΦ : ∀ p, c p • Φ = 0) (k : ι) :
    hamiltonian h A c a • (a k • Φ) =
      filledEnergy h A • (a k • Φ) - ∑ r, holeMatrix h A k r • (a r • Φ) := by
  have hc : ∀ p, c p • a k • Φ = delta p k • Φ := by
    intro p
    rw [← mul_smul, eq_sub_of_add_eq (hca p k), sub_smul, smul_assoc, one_smul, mul_smul,
      hΦ, smul_zero, sub_zero]
  have hk : c k • a k • Φ = Φ := by rw [hc]; simp [delta]
  have hp : ∀ p, p ≠ k → c p • a k • Φ = 0 := by
    intro p hpk
    rw [hc]
    simp [delta, hpk]
  -- two creators cannot both act on a single hole
  have hcc : ∀ p q, c p • c q • a k • Φ = 0 := by
    intro p q
    by_cases hq : q = k
    · rw [hq, hk, hΦ]
    · rw [hp q hq, smul_zero]
  rw [hamiltonian_for_holes hca h hA]
  simp only [add_smul, sub_smul, Finset.sum_smul, smul_assoc, mul_smul, hcc, smul_zero,
    Finset.sum_const_zero, one_smul, add_zero]
  congr 1
  rw [Finset.sum_eq_single k]
  · simp only [hk]
  · intro p _ hpk
    simp only [hp p hpk, smul_zero, Finset.sum_const_zero]
  · intro hn
    exact absurd (Finset.mem_univ k) hn
```

## Two fermionic modes as matrices

A concrete case shows that the assumptions are satisfiable with a nonzero state and a nonzero interaction. The four basis states are, in order, empty, mode 1 occupied, mode 0 occupied, and both occupied. The minus signs in the matrices are the fermionic sign of mode 1 when mode 0 is occupied.

```lean
/-- Annihilators of two fermionic modes as four-by-four matrices. -/
def modeA : Fin 2 → Matrix (Fin 4) (Fin 4) ℂ :=
  ![!![0, 0, 1, 0; 0, 0, 0, 1; 0, 0, 0, 0; 0, 0, 0, 0],
    !![0, 1, 0, 0; 0, 0, 0, 0; 0, 0, 0, -1; 0, 0, 0, 0]]

/-- Creators of two fermionic modes as four-by-four matrices. -/
def modeC : Fin 2 → Matrix (Fin 4) (Fin 4) ℂ :=
  ![!![0, 0, 0, 0; 0, 0, 0, 0; 1, 0, 0, 0; 0, 1, 0, 0],
    !![0, 0, 0, 0; 1, 0, 0, 0; 0, 0, 0, 0; 0, 0, -1, 0]]
```

Here the matrix algebra acts on itself by multiplication, so the role of Φ is played by a matrix, the projector onto the doubly occupied state.

```lean
/-- The projector onto the doubly occupied state of the two modes. -/
def filled : Matrix (Fin 4) (Fin 4) ℂ :=
  !![0, 0, 0, 0; 0, 0, 0, 0; 0, 0, 0, 0; 0, 0, 0, 1]
```

The tensor below is the interaction of the numerical example.

```lean
/-- The antisymmetrized product of two Kronecker deltas on two modes. -/
def pairTensor (p q r s : Fin 2) : ℂ := delta p r * delta q s - delta p s * delta q r
```

The matrix relations are checked entry by entry, and the antisymmetry of the tensor follows by `ring`.

```lean
/-- The two-mode matrices, the filled projector and the pair tensor satisfy the anticommutation,
filling and antisymmetry relations; the projector and the tensor are nonzero. -/
theorem particle_hole_witness :
    MixedCAR modeC modeA ∧ (∀ p, modeC p • filled = 0) ∧ filled ≠ 0 ∧
      PairAntisymm pairTensor ∧ pairTensor 0 1 0 1 = 1 := by
  refine ⟨?_, ?_, ?_, ⟨?_, ?_⟩, ?_⟩
  · intro p q
    fin_cases p <;> fin_cases q <;> ext i j <;> fin_cases i <;> fin_cases j <;>
      simp [modeA, modeC, delta]
  · intro p
    rw [smul_eq_mul]
    fin_cases p <;> ext i j <;> fin_cases i <;> fin_cases j <;>
      simp [modeC, filled, Matrix.mul_apply, Fin.sum_univ_succ]
  · intro h0
    have h1 := congrFun (congrFun h0 3) 3
    simp [filled] at h1
  · intro p q r s
    unfold pairTensor
    ring
  · intro p q r s
    unfold pairTensor
    ring
  · simp [pairTensor, delta]

end

end ParticleHoleReordering
```

```lean
#print axioms ParticleHoleReordering.two_body_for_holes
#print axioms ParticleHoleReordering.hamiltonian_filled
#print axioms ParticleHoleReordering.hamiltonian_one_hole
```

```
'ParticleHoleReordering.two_body_for_holes' depends on axioms: [propext, Classical.choice, Quot.sound]
'ParticleHoleReordering.hamiltonian_filled' depends on axioms: [propext, Classical.choice, Quot.sound]
'ParticleHoleReordering.hamiltonian_one_hole' depends on axioms: [propext, Classical.choice, Quot.sound]
```
